# Real eigenvalues and weighted orthogonality for a three-point radial Hamiltonian with zero boundary values

**Q:** After a general eigensolver has diagonalised my radial Hamiltonian on a nonuniform grid, I discard the imaginary parts of the eigenvalues and compute overlaps with grid weights. The matrix isn't even symmetric. What justifies either step?

**A:** A symmetry that appears once each row is multiplied by its weight. For one electron in a fixed, real, local, spherically symmetric potential, discretised with the three-point formula on a strictly increasing finite grid with zero boundary values, every eigenvalue is real, and eigenvectors of distinct eigenvalues are orthogonal in the weighted sum.

In Lean 4 with Mathlib:

```lean
import Mathlib

open Matrix ComplexConjugate

namespace NonuniformRadialGrid

noncomputable section

variable {n : ℕ} {r : Fin (n + 2) → ℝ}
```

**Q:** Which grid and which weights?

**A:** The grid points are $r_0<\dots<r_{n+1}$, stored as `r : Fin (n + 2) → ℝ`. The spacings are $g_k=r_{k+1}-r_k$. Interior points are numbered $i=0,\dots,n-1$, so interior point $i$ sits at $r_{i+1}$, and its weight is $w_i=g_i+g_{i+1}$.

```lean
/-- The spacing between grid point `k` and the next one. -/
def gap (r : Fin (n + 2) → ℝ) (k : Fin (n + 1)) : ℝ := r k.succ - r k.castSucc

/-- The weight of an interior point: the sum of its two adjacent spacings. -/
def weight (r : Fin (n + 2) → ℝ) (i : Fin n) : ℝ := gap r i.castSucc + gap r i.succ
```

**Q:** And the second derivative?

**A:** It is a difference of difference quotients. For a grid function $f$, at interior point $i$,
$$\frac{2}{w_i}\left(\frac{f_{i+2}-f_{i+1}}{g_{i+1}}-\frac{f_{i+1}-f_i}{g_i}\right).$$

```lean
/-- The three-point second derivative of a grid function `f` at an interior point,
for grids with distinct neighbouring points and nonzero weights. -/
def threePoint (r f : Fin (n + 2) → ℝ) (i : Fin n) : ℝ :=
  2 / weight r i * ((f i.succ.succ - f i.succ.castSucc) / gap r i.succ
    - (f i.succ.castSucc - f i.castSucc.castSucc) / gap r i.castSucc)
```

Column $j$ of the matrix $D$ is this formula applied to the function that is one at interior point $j$ and zero elsewhere, including both ends.

```lean
/-- The second-derivative matrix on the interior points: column `j` is the three-point formula
applied to the function that is one at interior point `j` and zero elsewhere on the grid. -/
def secondDeriv (r : Fin (n + 2) → ℝ) : Matrix (Fin n) (Fin n) ℝ :=
  Matrix.of fun i j => threePoint r (fun k => if k = j.succ.castSucc then 1 else 0) i
```

In atomic units the Hamiltonian is $H=-\tfrac12D+\mathrm{diag}(V)$. It acts on the reduced radial function $u=rR$, where $R$ is the radial part of the orbital. `V` is any list of real numbers at the interior points, so it can include the centrifugal term. A Coulomb singularity at $r_0=0$ is never sampled.

```lean
/-- The radial Hamiltonian: minus half the second-derivative matrix plus a diagonal potential. -/
def hamiltonian (r : Fin (n + 2) → ℝ) (V : Fin n → ℝ) : Matrix (Fin n) (Fin n) ℝ :=
  (-(1 / 2) : ℝ) • secondDeriv r + Matrix.diagonal V
```

The overlap is $\langle y,z\rangle=\sum_i w_i\,\overline{y_i}\,z_i$. With zero end values, the trapezoidal rule has weights $w_i/2$, so a normalised orbital satisfies $\tfrac12\langle y,y\rangle=1$. The factor of two doesn't affect orthogonality.

```lean
/-- The overlap sum of two complex vectors, conjugate in the first, weighted by the sums of adjacent
spacings. It is an inner product when the grid is strictly increasing. -/
def weightedInner (r : Fin (n + 2) → ℝ) (y z : Fin n → ℂ) : ℂ :=
  ∑ i, (weight r i : ℂ) * (conj (y i) * z i)
```

**Q:** How do I know that `threePoint` is a second derivative and not just a formula with convenient symmetry?

**A:** Test it on $f=ar^2+br+c$. Strict monotonicity makes the spacings positive, so we may divide by them.

```lean
/-- On a strictly increasing grid every spacing is positive. -/
theorem gap_pos (hr : StrictMono r) (k : Fin (n + 1)) : 0 < gap r k :=
  sub_pos.mpr (hr Fin.castSucc_lt_succ)
```

The two quotients are $a(r_{i+2}+r_{i+1})+b$ and $a(r_{i+1}+r_i)+b$. Their difference is $a(r_{i+2}-r_i)=aw_i$, and the prefactor turns this into $2a$. In the proof, `q1` and `q2` are these quotients.

```lean
/-- On a strictly increasing grid the three-point formula gives the exact second derivative
of every quadratic polynomial. -/
theorem threePoint_quadratic (hr : StrictMono r) (a b c : ℝ) (i : Fin n) :
    threePoint r (fun k => a * r k ^ 2 + b * r k + c) i = 2 * a := by
  have h1 := gap_pos hr i.castSucc
  have h2 := gap_pos hr i.succ
  have h3 : 0 < weight r i := add_pos h1 h2
  -- the two difference quotients of the quadratic
  have q1 : (a * r i.succ.succ ^ 2 + b * r i.succ.succ + c
      - (a * r i.succ.castSucc ^ 2 + b * r i.succ.castSucc + c)) / gap r i.succ
      = a * (r i.succ.succ + r i.succ.castSucc) + b := by
    rw [div_eq_iff h2.ne', gap]; ring
  have q2 : (a * r i.succ.castSucc ^ 2 + b * r i.succ.castSucc + c
      - (a * r i.castSucc.castSucc ^ 2 + b * r i.castSucc.castSucc + c)) / gap r i.castSucc
      = a * (r i.succ.castSucc + r i.castSucc.castSucc) + b := by
    rw [div_eq_iff h1.ne', gap, Fin.succ_castSucc]; ring
  simp only [threePoint]
  rw [q1, q2, div_mul_eq_mul_div, div_eq_iff h3.ne', weight, gap, gap, Fin.succ_castSucc]
  ring
```

**Q:** Where do the zero boundary values enter? I see no such hypothesis on the eigenvectors.

**A:** They are built into $D$, which acts only on interior values. If $f_0=f_{n+1}=0$, then $f$ is the sum of its interior values times the unit functions above. The formula is linear, so $D$ applied to the interior values reproduces it at every interior point, including those next to the boundary. The expansion is `hf`.

```lean
/-- For a grid function that vanishes at both ends, the second-derivative matrix acting on its
interior values gives the three-point formula at every interior point. -/
theorem secondDeriv_mulVec (r f : Fin (n + 2) → ℝ) (h0 : f 0 = 0)
    (h1 : f (Fin.last (n + 1)) = 0) (i : Fin n) :
    (secondDeriv r *ᵥ fun j => f j.succ.castSucc) i = threePoint r f i := by
  -- expand f in functions supported at single interior points
  have hf : ∀ k, f k = ∑ j : Fin n,
      (if k = j.succ.castSucc then (1 : ℝ) else 0) * f j.succ.castSucc := by
    intro k
    by_cases h : ∃ j : Fin n, k = j.succ.castSucc
    · obtain ⟨j, rfl⟩ := h
      rw [Finset.sum_eq_single j]
      · rw [if_pos rfl, one_mul]
      · intro b _ hb
        rw [if_neg, zero_mul]
        intro e
        have e' := congrArg Fin.val e
        change (j : ℕ) + 1 = b + 1 at e'
        exact hb (Fin.ext (by omega))
      · intro hj
        exact absurd (Finset.mem_univ j) hj
    · have hk : k = 0 ∨ k = Fin.last (n + 1) := by
        by_contra hc
        have a0 : (k : ℕ) ≠ 0 := fun e => hc (Or.inl (Fin.ext e))
        have a1 : (k : ℕ) ≠ n + 1 := fun e => hc (Or.inr (Fin.ext e))
        have a2 := k.isLt
        exact h ⟨⟨k - 1, by omega⟩, Fin.ext (by change (k : ℕ) = k - 1 + 1; omega)⟩
      rw [Finset.sum_eq_zero fun j _ => by rw [if_neg (fun e => h ⟨j, e⟩), zero_mul]]
      rcases hk with rfl | rfl
      · exact h0
      · exact h1
  simp only [Matrix.mulVec, dotProduct, secondDeriv, Matrix.of_apply, threePoint]
  rw [hf i.succ.succ, hf i.succ.castSucc, hf i.castSucc.castSucc]
  simp only [← Finset.sum_sub_distrib, Finset.sum_div, Finset.mul_sum]
  exact Finset.sum_congr rfl fun j _ => by ring
```

**Q:** Now show me the hidden symmetry.

**A:** Multiplying row $i$ by $w_i$ cancels the prefactor:
$$w_iD_{i,i+1}=\frac{2}{g_{i+1}},\qquad w_iD_{ii}=-\frac{2}{g_i}-\frac{2}{g_{i+1}},\qquad w_iD_{i,i-1}=\frac{2}{g_i},$$
whenever the column exists; all other entries vanish. The lemma writes the three cases as one expression with indicators.

```lean
/-- On a strictly increasing grid, multiplying a row of the second-derivative matrix by its
weight leaves a tridiagonal row built from inverse spacings. -/
theorem weight_mul_secondDeriv (hr : StrictMono r) (i j : Fin n) :
    weight r i * secondDeriv r i j =
      2 * (((if (j : ℕ) = i + 1 then 1 else 0) - (if (j : ℕ) = i then 1 else 0)) / gap r i.succ
        - ((if (j : ℕ) = i then 1 else 0) - (if (i : ℕ) = j + 1 then 1 else 0))
          / gap r i.castSucc) := by
  have hw : weight r i ≠ 0 := (add_pos (gap_pos hr _) (gap_pos hr _)).ne'
  have e : weight r i * (2 / weight r i) = 2 := by field_simp
  have h1 : i.succ.succ = j.succ.castSucc ↔ (j : ℕ) = i + 1 := by
    rw [Fin.ext_iff]; change (i : ℕ) + 1 + 1 = j + 1 ↔ _; omega
  have h2 : i.succ.castSucc = j.succ.castSucc ↔ (j : ℕ) = i := by
    rw [Fin.ext_iff]; change (i : ℕ) + 1 = j + 1 ↔ _; omega
  have h3 : i.castSucc.castSucc = j.succ.castSucc ↔ (i : ℕ) = j + 1 := by
    rw [Fin.ext_iff]; change (i : ℕ) = j + 1 ↔ _; omega
  simp only [secondDeriv, Matrix.of_apply, threePoint, h1, h2, h3]
  rw [← mul_assoc, e]
```

Neighbours share a spacing: $w_{i+1}D_{i+1,i}=2/g_{i+1}=w_iD_{i,i+1}$. The potential adds only diagonal entries, so $w_iH_{ij}=w_jH_{ji}$ for all $i,j$. In the proof, `key` treats $j=i+1$; exchanging the indices gives the other neighbour, and more distant entries are zero.

```lean
/-- On a strictly increasing grid the Hamiltonian becomes symmetric once each row is multiplied
by its weight. -/
theorem weight_mul_hamiltonian_symm (hr : StrictMono r) (V : Fin n → ℝ) (i j : Fin n) :
    weight r i * hamiltonian r V i j = weight r j * hamiltonian r V j i := by
  -- neighbouring points share the spacing between them
  have key : ∀ i j : Fin n, (j : ℕ) = i + 1 →
      weight r i * secondDeriv r i j = weight r j * secondDeriv r j i := by
    intro i j h
    have hg : j.castSucc = i.succ := Fin.ext h
    rw [weight_mul_secondDeriv hr i j, weight_mul_secondDeriv hr j i, hg, if_pos h,
      if_neg (show ¬ (j : ℕ) = i by omega), if_neg (show ¬ (i : ℕ) = j + 1 by omega),
      if_neg (show ¬ (i : ℕ) = j by omega)]
    ring
  by_cases hij : i = j
  · rw [hij]
  have hD : weight r i * secondDeriv r i j = weight r j * secondDeriv r j i := by
    have hne : (i : ℕ) ≠ j := fun e => hij (Fin.ext e)
    by_cases h : (j : ℕ) = i + 1
    · exact key i j h
    by_cases h' : (i : ℕ) = j + 1
    · exact (key j i h').symm
    rw [weight_mul_secondDeriv hr i j, weight_mul_secondDeriv hr j i, if_neg h, if_neg h',
      if_neg hne, if_neg hne.symm]
    ring
  simp only [hamiltonian, Matrix.add_apply, Matrix.smul_apply, smul_eq_mul,
    Matrix.diagonal_apply_ne _ hij, Matrix.diagonal_apply_ne _ (Ne.symm hij)]
  linear_combination (-1 / 2) * hD
```

**Q:** How does that constrain complex eigenvectors?

**A:** Let $Hy=Ey$ and $Hz=Fz$. Since $H$ is real, conjugating the first equation gives $\sum_jH_{ij}\overline{y_j}=\overline E\,\overline{y_i}$. Hence
$$\begin{aligned}\overline E\langle y,z\rangle&=\sum_i\sum_j w_iH_{ij}\overline{y_j}z_i\\&=\sum_j w_j\overline{y_j}\sum_i H_{ji}z_i=F\langle y,z\rangle.\end{aligned}$$
The conjugated equation is `hyc`, the weighted symmetry is `hs`, and `Finset.sum_comm` exchanges the sums.

```lean
/-- On a strictly increasing grid, if `H y = E y` and `H z = F z`, then the conjugate of `E` and
`F` give the same result when multiplied by the weighted inner product of `y` and `z`. -/
theorem eigenpair_balance (hr : StrictMono r) (V : Fin n → ℝ) {E F : ℂ} {y z : Fin n → ℂ}
    (hy : (hamiltonian r V).map Complex.ofReal *ᵥ y = E • y)
    (hz : (hamiltonian r V).map Complex.ofReal *ᵥ z = F • z) :
    conj E * weightedInner r y z = F * weightedInner r y z := by
  have hs : ∀ i j, (weight r i : ℂ) * (hamiltonian r V i j : ℂ)
      = (weight r j : ℂ) * (hamiltonian r V j i : ℂ) := fun i j => by
    exact_mod_cast weight_mul_hamiltonian_symm hr V i j
  have hyc : ∀ i, ∑ j, (hamiltonian r V i j : ℂ) * conj (y j) = conj E * conj (y i) := by
    intro i
    have h := congrArg (starRingEnd ℂ) (congrFun hy i)
    simpa only [Matrix.mulVec, dotProduct, Matrix.map_apply, Pi.smul_apply, smul_eq_mul,
      map_sum, map_mul, Complex.conj_ofReal] using h
  have hzc : ∀ i, ∑ j, (hamiltonian r V i j : ℂ) * z j = F * z i := by
    intro i
    have h := congrFun hz i
    simpa only [Matrix.mulVec, dotProduct, Matrix.map_apply, Pi.smul_apply, smul_eq_mul] using h
  -- move H from the left vector to the right one by exchanging the double sum
  calc conj E * weightedInner r y z
      = ∑ i, ∑ j, (weight r i : ℂ) * (hamiltonian r V i j : ℂ) * conj (y j) * z i := by
        rw [weightedInner, Finset.mul_sum]
        refine Finset.sum_congr rfl fun i _ => ?_
        calc conj E * ((weight r i : ℂ) * (conj (y i) * z i))
            = (weight r i : ℂ) * (conj E * conj (y i)) * z i := by ring
          _ = _ := by
            rw [← hyc i, Finset.mul_sum, Finset.sum_mul]
            exact Finset.sum_congr rfl fun j _ => by ring
    _ = ∑ j, ∑ i, (weight r i : ℂ) * (hamiltonian r V i j : ℂ) * conj (y j) * z i :=
        Finset.sum_comm
    _ = F * weightedInner r y z := by
        rw [weightedInner, Finset.mul_sum]
        refine Finset.sum_congr rfl fun j _ => ?_
        calc ∑ i, (weight r i : ℂ) * (hamiltonian r V i j : ℂ) * conj (y j) * z i
            = ∑ i, (weight r j : ℂ) * conj (y j) * ((hamiltonian r V j i : ℂ) * z i) :=
              Finset.sum_congr rfl fun i _ => by rw [hs i j]; ring
          _ = _ := by rw [← Finset.mul_sum, hzc j]; ring
```

**Q:** Does the theorem really allow complex eigenvalues, or has it assumed them away?

**A:** It allows them. `(hamiltonian r V).map Complex.ofReal` is the same matrix with complex entries, and `E` and `y` are complex. Take $z=y$ and $F=E$. For $y\neq0$, $\langle y,y\rangle=\sum_iw_i|y_i|^2>0$, so it can be cancelled, leaving $\overline E=E$. The code proves positivity in `hpos`.

```lean
/-- On a strictly increasing grid with zero boundary values and a real potential, every complex
eigenvalue of the Hamiltonian is real. -/
theorem eigenvalue_real (hr : StrictMono r) (V : Fin n → ℝ) {E : ℂ} {y : Fin n → ℂ}
    (hy : (hamiltonian r V).map Complex.ofReal *ᵥ y = E • y) (hy0 : y ≠ 0) : E.im = 0 := by
  have hw : ∀ i, 0 < weight r i := fun i => add_pos (gap_pos hr _) (gap_pos hr _)
  -- the weighted squared norm of y is positive
  have hpos : 0 < ∑ i, weight r i * Complex.normSq (y i) := by
    obtain ⟨i, hi⟩ := Function.ne_iff.mp hy0
    exact Finset.sum_pos' (fun k _ => mul_nonneg (hw k).le (Complex.normSq_nonneg _))
      ⟨i, Finset.mem_univ i, mul_pos (hw i) (Complex.normSq_pos.mpr hi)⟩
  have hN : weightedInner r y y = ((∑ i, weight r i * Complex.normSq (y i) : ℝ) : ℂ) := by
    rw [weightedInner, Complex.ofReal_sum]
    exact Finset.sum_congr rfl fun i _ => by
      rw [Complex.ofReal_mul, Complex.normSq_eq_conj_mul_self]
  have hne : weightedInner r y y ≠ 0 := by
    rw [hN]; exact Complex.ofReal_ne_zero.mpr hpos.ne'
  exact Complex.conj_eq_iff_im.mp (mul_right_cancel₀ hne (eigenpair_balance hr V hy hy))
```

For orthogonality, a zero $y$ is trivial. Otherwise $E$ is real, so $(E-F)\langle y,z\rangle=0$, and $E\neq F$ forces the overlap to vanish.

```lean
/-- On a strictly increasing grid with zero boundary values and a real potential, eigenvectors
of distinct eigenvalues are orthogonal with weights equal to the sums of adjacent spacings. -/
theorem eigenvectors_orthogonal (hr : StrictMono r) (V : Fin n → ℝ) {E F : ℂ}
    {y z : Fin n → ℂ} (hy : (hamiltonian r V).map Complex.ofReal *ᵥ y = E • y)
    (hz : (hamiltonian r V).map Complex.ofReal *ᵥ z = F • z) (hEF : E ≠ F) :
    ∑ i, (weight r i : ℂ) * (conj (y i) * z i) = 0 := by
  by_cases hy0 : y = 0
  · simp [hy0]
  have hb := eigenpair_balance hr V hy hz
  rw [Complex.conj_eq_iff_im.mpr (eigenvalue_real hr V hy hy0)] at hb
  by_contra hne
  exact hEF (mul_right_cancel₀ hne hb)
```

**Q:** What about two orbitals with the same eigenvalue, or from different potentials?

**A:** For a single `V`, two eigenvectors with the same eigenvalue are multiples of each other: neighbouring points are always coupled, so the eigenvalue and the first component fix all the other components. The code doesn't prove this. About different potentials the theorem says nothing. Both vectors must be eigenvectors for the same `V`, as they are for orbitals of the same angular momentum in the same fixed mean field. Nonlocal exchange and convergence to the continuum limit are also left aside.

**Q:** Is $H$ ever symmetric as it stands, without the weights?

**A:** It is symmetric exactly when all $w_i$ are equal. If $H$ is symmetric, comparing $w_iH_{i,i+1}=w_{i+1}H_{i+1,i}$ with $H_{i,i+1}=H_{i+1,i}$ gives $w_i=w_{i+1}$, because $H_{i,i+1}=-1/(w_ig_{i+1})$ is nonzero. Induction along the grid, `all` in the code, extends this to every pair. Conversely, equal positive weights cancel from the weighted symmetry.

```lean
/-- On a strictly increasing grid the Hamiltonian is a symmetric matrix exactly when all
interior points have the same weight. -/
theorem hamiltonian_isSymm_iff (hr : StrictMono r) (V : Fin n → ℝ) :
    (hamiltonian r V).IsSymm ↔ ∀ i j, weight r i = weight r j := by
  constructor
  · intro hS
    -- the nonzero coupling of neighbours forces their weights to agree
    have adj : ∀ i j : Fin n, (j : ℕ) = i + 1 → weight r i = weight r j := by
      intro i j h
      have hij : i ≠ j := fun e => by rw [e] at h; omega
      have hv : weight r i * hamiltonian r V i j = -(1 / gap r i.succ) := by
        have hD := weight_mul_secondDeriv hr i j
        rw [if_pos h, if_neg (show ¬ (j : ℕ) = i by omega),
          if_neg (show ¬ (i : ℕ) = j + 1 by omega)] at hD
        simp only [hamiltonian, Matrix.add_apply, Matrix.smul_apply, smul_eq_mul,
          Matrix.diagonal_apply_ne _ hij]
        linear_combination (-1 / 2) * hD
      have hne : hamiltonian r V i j ≠ 0 := by
        intro h0
        rw [h0, mul_zero] at hv
        have hg := one_div_pos.mpr (gap_pos hr i.succ)
        linarith
      exact mul_right_cancel₀ hne
        ((weight_mul_hamiltonian_symm hr V i j).trans (by rw [hS.apply i j]))
    have all : ∀ (k : ℕ) (hk : k < n), weight r ⟨k, hk⟩ = weight r ⟨0, by omega⟩ := by
      intro k
      induction k with
      | zero => intro _; rfl
      | succ k ih =>
        intro hk
        exact (adj ⟨k, by omega⟩ ⟨k + 1, hk⟩ rfl).symm.trans (ih (by omega))
    exact fun i j => (all i i.isLt).trans (all j j.isLt).symm
  · intro h
    refine Matrix.IsSymm.ext fun i j => ?_
    have hw : 0 < weight r j := add_pos (gap_pos hr _) (gap_pos hr _)
    have hb := weight_mul_hamiltonian_symm hr V i j
    rw [h i j] at hb
    exact (mul_left_cancel₀ hw.ne' hb).symm
```

On the grid $r_k=k^2$ the first spacings are $1,3,5$, so the first two weights are $4$ and $8$. With at least two interior points, $H$ is therefore nonsymmetric for every real `V`. The grid is still strictly increasing, so your real eigenvalues and weighted overlaps remain justified there.

```lean
/-- The quadratic grid `r k = k ^ 2` with at least two interior points is strictly increasing,
and its Hamiltonian is nonsymmetric for every real potential. -/
theorem quadraticGrid_not_isSymm (n : ℕ) (V : Fin (n + 2) → ℝ) :
    StrictMono (fun k : Fin (n + 2 + 2) => ((k : ℕ) : ℝ) ^ 2) ∧
      ¬ (hamiltonian (fun k : Fin (n + 2 + 2) => ((k : ℕ) : ℝ) ^ 2) V).IsSymm := by
  have hm : StrictMono (fun k : Fin (n + 2 + 2) => ((k : ℕ) : ℝ) ^ 2) := by
    intro a b h
    have hab : ((a : ℕ) : ℝ) < ((b : ℕ) : ℝ) := Nat.cast_lt.mpr h
    have ha : (0 : ℝ) ≤ ((a : ℕ) : ℝ) := Nat.cast_nonneg _
    change ((a : ℕ) : ℝ) ^ 2 < ((b : ℕ) : ℝ) ^ 2
    nlinarith
  refine ⟨hm, fun hS => ?_⟩
  -- the first two weights are 4 and 8
  have h := (hamiltonian_isSymm_iff hm V).mp hS ⟨0, by omega⟩ ⟨1, by omega⟩
  change (((0 + 1 : ℕ) : ℝ) ^ 2 - ((0 : ℕ) : ℝ) ^ 2)
      + (((0 + 1 + 1 : ℕ) : ℝ) ^ 2 - ((0 + 1 : ℕ) : ℝ) ^ 2)
    = (((1 + 1 : ℕ) : ℝ) ^ 2 - ((1 : ℕ) : ℝ) ^ 2)
      + (((1 + 1 + 1 : ℕ) : ℝ) ^ 2 - ((1 + 1 : ℕ) : ℝ) ^ 2) at h
  norm_num at h

end

end NonuniformRadialGrid
```

```lean
#print axioms NonuniformRadialGrid.threePoint_quadratic
#print axioms NonuniformRadialGrid.secondDeriv_mulVec
#print axioms NonuniformRadialGrid.eigenvectors_orthogonal
#print axioms NonuniformRadialGrid.quadraticGrid_not_isSymm
```

```
'NonuniformRadialGrid.threePoint_quadratic' depends on axioms: [propext, Classical.choice, Quot.sound]
'NonuniformRadialGrid.secondDeriv_mulVec' depends on axioms: [propext, Classical.choice, Quot.sound]
'NonuniformRadialGrid.eigenvectors_orthogonal' depends on axioms: [propext, Classical.choice, Quot.sound]
'NonuniformRadialGrid.quadraticGrid_not_isSymm' depends on axioms: [propext, Classical.choice, Quot.sound]
```
